# For positive semidefinite force constants, internal relaxation has a finite energy exactly when the coupling is orthogonal to the zero modes

To obtain relaxed-ion elastic constants from clamped-ion ones, one can solve \(Kw=b\), where \(b\) is the energy gradient that a strain produces at the clamped atomic positions; the atoms then relax by \(-w\). The force-constant matrix \(K\) is singular, because a rigid shift of all atoms costs no energy. The theorems below say when the equation is solvable and what energy the relaxation gains, in a finite harmonic model with \(K\) symmetric and positive semidefinite.

```lean
import Mathlib

open Matrix

namespace InternalStrainRelaxation

noncomputable section

variable {n m ι : Type*} [Fintype n] [Fintype m] [Fintype ι]
```

The finite index sets `n`, `m` and `ι` label internal displacement coordinates, strain components and atoms. A vector is a function such as `n → ℝ`; `⬝ᵥ` is the dot product and `*ᵥ` applies a matrix to a vector.

```lean
/-- Energy of internal displacements `u` with force constants `K` and linear coupling `b`. -/
def internalEnergy (K : Matrix n n ℝ) (b u : n → ℝ) : ℝ :=
  b ⬝ᵥ u + (u ⬝ᵥ K *ᵥ u) / 2
```

For a displacement \(u\), this defines
\[E(u)=b\cdot u+\tfrac12\,u\cdot Ku .\]
The vector \(b\) is the energy gradient at \(u=0\), so the force on the unrelaxed atoms is \(-b\).

```lean
/-- Symmetric force constants couple two displacement patterns reciprocally. -/
theorem coupling_symm {K : Matrix n n ℝ} (hK : K.IsSymm) (x y : n → ℝ) :
    x ⬝ᵥ K *ᵥ y = y ⬝ᵥ K *ᵥ x := by
  rw [Matrix.dotProduct_mulVec, ← Matrix.mulVec_transpose, hK.eq]
  exact dotProduct_comm _ _
```

A theorem lists its hypotheses before the colon, its statement after it, and its proof after `:=`. Here `hK` is the hypothesis \(K^T=K\), and the proof is the usual one: \(x\cdot Ky=(K^Tx)\cdot y=(Kx)\cdot y=y\cdot Kx\).

```lean
/-- Exact expansion of the energy about a configuration `u`: a term linear in the
further displacement `d`, and its harmonic energy. -/
theorem energy_expansion {K : Matrix n n ℝ} (hK : K.IsSymm) (b u d : n → ℝ) :
    internalEnergy K b (u + d) =
      internalEnergy K b u + d ⬝ᵥ (K *ᵥ u + b) + (d ⬝ᵥ K *ᵥ d) / 2 := by
  simp only [internalEnergy, Matrix.mulVec_add, dotProduct_add, add_dotProduct]
  linear_combination (coupling_symm hK u d) / 2 + dotProduct_comm b d
```

Multiplying out gives
\[E(u+d)=b\cdot u+b\cdot d+\tfrac12(u\cdot Ku+u\cdot Kd+d\cdot Ku+d\cdot Kd).\]
By symmetry the two cross terms are equal, so
\[E(u+d)=E(u)+d\cdot(Ku+b)+\tfrac12\,d\cdot Kd .\]
The tactic `linear_combination` checks the algebra from the two symmetry identities it is given.

```lean
/-- A configuration minimises the energy exactly when the forces balance. -/
theorem minimiser_iff_force_balance {K : Matrix n n ℝ} (hK : K.IsSymm)
    (hpos : ∀ x, 0 ≤ x ⬝ᵥ K *ᵥ x) (b u : n → ℝ) :
    (∀ v, internalEnergy K b u ≤ internalEnergy K b v) ↔ K *ᵥ u + b = 0 := by
  constructor
  · intro h
    -- a parabola through zero that is never negative has zero slope there
    have key : ∀ g c : ℝ, 0 ≤ c → (∀ t : ℝ, 0 ≤ t * g + t ^ 2 * c / 2) → g = 0 := by
      intro g c hc ht
      by_contra hg
      obtain ⟨s, hs0, hs⟩ : ∃ s : ℝ, 0 < s ∧ s * (c + 1) = 1 :=
        ⟨(c + 1)⁻¹, by positivity, inv_mul_cancel₀ (by positivity)⟩
      have e : -g * s * g + (-g * s) ^ 2 * c / 2 = -(g ^ 2 * s * (1 + s)) / 2 := by
        linear_combination (g ^ 2 * s / 2) * hs
      have h1 := ht (-g * s)
      have h2 : 0 < g ^ 2 * s * (1 + s) := by positivity
      linarith
    -- displace the atoms along the residual force
    apply dotProduct_self_eq_zero.1
    refine key _ _ (hpos (K *ᵥ u + b)) fun t => ?_
    have h1 := h (u + t • (K *ᵥ u + b))
    rw [energy_expansion hK] at h1
    simp only [Matrix.mulVec_smul, smul_dotProduct, dotProduct_smul, smul_eq_mul] at h1
    linarith
  · intro h v
    have h1 := energy_expansion hK b u (v - u)
    rw [add_sub_cancel, h, dotProduct_zero] at h1
    linarith [hpos (v - u)]
```

The hypothesis `hpos` says that no displacement lowers the harmonic energy: \(x\cdot Kx\ge0\). The theorem says that \(u\) is a minimiser if and only if \(Ku+b=0\).

Suppose \(u\) is a minimiser. Put \(r=Ku+b\), \(g=r\cdot r\) and \(c=r\cdot Kr\ge0\). The expansion with \(d=tr\) gives \(0\le tg+t^2c/2\) for every real \(t\). If \(g\ne0\), take \(s=1/(c+1)\) and \(t=-gs\). Since \(sc=1-s\), the right side becomes
\[-g^2s+\tfrac12g^2s(1-s)=-\tfrac12g^2s(1+s)<0,\]
a contradiction. Hence \(g=0\) and \(r=0\). The local statement `key` contains this parabola argument.

Conversely, if \(Ku+b=0\), the expansion with \(d=v-u\) gives \(E(v)=E(u)+\tfrac12d\cdot Kd\ge E(u)\).

```lean
/-- The equation `K w = b` is solvable exactly when `b` is orthogonal to every zero mode. -/
theorem solvable_iff_orthogonal {K : Matrix n n ℝ} (hK : K.IsSymm) (b : n → ℝ) :
    (∃ w, K *ᵥ w = b) ↔ ∀ v, K *ᵥ v = 0 → b ⬝ᵥ v = 0 := by
  classical
  constructor
  · rintro ⟨w, rfl⟩ v hv
    rw [dotProduct_comm, coupling_symm hK v w, hv, dotProduct_zero]
  · intro h
    let R := LinearMap.range K.mulVecLin
    -- every linear functional that vanishes on the range of K also vanishes on b
    have hb : R.mkQ b = 0 := by
      refine (Module.forall_dual_apply_eq_zero_iff ℝ _).1 fun φ => ?_
      let f : (n → ℝ) →ₗ[ℝ] ℝ := φ.comp R.mkQ
      let v : n → ℝ := fun i => f (fun j => if i = j then 1 else 0)
      have hfv : ∀ x, f x = x ⬝ᵥ v := fun x => by
        rw [LinearMap.pi_apply_eq_sum_univ f x]
        rfl
      have hf : ∀ y, f (K *ᵥ y) = 0 := fun y => by
        have hy : R.mkQ (K *ᵥ y) = 0 := (Submodule.Quotient.mk_eq_zero R).2 ⟨y, rfl⟩
        change φ (R.mkQ (K *ᵥ y)) = 0
        rw [hy, map_zero]
      have hv : K *ᵥ v = 0 := by
        apply dotProduct_self_eq_zero.1
        rw [coupling_symm hK (K *ᵥ v) v, dotProduct_comm, ← hfv]
        exact hf _
      exact (hfv b).trans (h v hv)
    obtain ⟨w, hw⟩ := (Submodule.Quotient.mk_eq_zero R).1 hb
    exact ⟨w, hw⟩
```

This criterion assumes symmetry but not positivity. If \(b=Kw\) and \(Kv=0\), then \(b\cdot v=v\cdot Kw=w\cdot Kv=0\).

For the converse, let \(b\) be orthogonal to every zero mode. To show that \(b\) lies in the range of \(K\), it is enough that every linear functional \(f\) vanishing on the range also vanishes at \(b\). Lean expresses this through the quotient by the range, where `R.mkQ b = 0` means that \(b\) is in the range. Write \(f(x)=x\cdot v\). Then
\[Kv\cdot Kv=v\cdot K(Kv)=f(K(Kv))=0,\]
so \(Kv=0\), and therefore \(f(b)=b\cdot v=0\).

```lean
/-- The energy is bounded below exactly when `b` is orthogonal to all zero modes of `K`;
for any solution of `K w = b` its least value is `-(b · w) / 2`. -/
theorem internal_relaxation {K : Matrix n n ℝ} (hK : K.IsSymm)
    (hpos : ∀ x, 0 ≤ x ⬝ᵥ K *ᵥ x) (b : n → ℝ) :
    (BddBelow (Set.range (internalEnergy K b)) ↔ ∀ v, K *ᵥ v = 0 → b ⬝ᵥ v = 0) ∧
    ∀ w, K *ᵥ w = b → IsLeast (Set.range (internalEnergy K b)) (-(b ⬝ᵥ w) / 2) := by
  have hmin : ∀ w, K *ᵥ w = b →
      IsLeast (Set.range (internalEnergy K b)) (-(b ⬝ᵥ w) / 2) := by
    intro w hw
    have hval : internalEnergy K b (-w) = -(b ⬝ᵥ w) / 2 := by
      simp only [internalEnergy, Matrix.mulVec_neg, dotProduct_neg, neg_dotProduct, hw, neg_neg]
      linear_combination (dotProduct_comm w b) / 2
    refine ⟨⟨-w, hval⟩, ?_⟩
    rintro _ ⟨u, rfl⟩
    rw [← hval]
    exact (minimiser_iff_force_balance hK hpos b (-w)).2
      (by rw [Matrix.mulVec_neg, hw, neg_add_cancel]) u
  refine ⟨⟨?_, fun h => ?_⟩, hmin⟩
  · rintro ⟨c, hc⟩ v hv
    by_contra hne
    -- along a zero mode the energy is linear
    have h1 := hc (Set.mem_range_self (((c - 1) / (b ⬝ᵥ v)) • v))
    simp only [internalEnergy, Matrix.mulVec_smul, hv, smul_zero, dotProduct_zero,
      dotProduct_smul, smul_eq_mul, zero_div, add_zero] at h1
    rw [div_mul_cancel₀ _ hne] at h1
    linarith
  · obtain ⟨w, hw⟩ := (solvable_iff_orthogonal hK b).2 h
    exact ⟨_, (hmin w hw).2⟩
```

`Set.range (internalEnergy K b)` is the set of all values of \(E\). `BddBelow` says that this set has a lower bound; `IsLeast` says that a number is a lower bound and is attained. The theorem assumes that \(K\) is symmetric and positive semidefinite, and so do the two later theorems that use it. If some displacement had \(x\cdot Kx<0\), the energy would have no lower bound for any \(b\).

Suppose \(c\) is a lower bound, but some zero mode \(v\) has \(b\cdot v\ne0\). Along \(v\) the energy is linear, and the displacement \(\frac{c-1}{b\cdot v}\,v\) has energy \(c-1<c\), a contradiction.

Conversely, orthogonality supplies a \(w\) with \(Kw=b\). The displacement \(-w\) balances the forces, so it is a minimiser, with energy
\[E(-w)=-b\cdot w+\tfrac12\,w\cdot Kw=-\tfrac12\,b\cdot w .\]
Every solution \(w\) gives this same least value, so the arbitrary rigid shift in \(w\) does no harm.

```lean
/-- The displacement pattern in which every atom moves by the same vector `t`. -/
def rigidShift (ι : Type*) (t : Fin 3 → ℝ) : ι × Fin 3 → ℝ := fun p => t p.2
```

Coordinates are now pairs (atom, direction), and a rigid shift has \(u_{(a,i)}=t_i\) for every atom \(a\).

```lean
/-- If the zero modes are exactly the rigid shifts, the energy is bounded below exactly when
the components of `b` sum to zero over the atoms in each Cartesian direction. -/
theorem bounded_iff_total_force_zero {K : Matrix (ι × Fin 3) (ι × Fin 3) ℝ}
    (hK : K.IsSymm) (hpos : ∀ x, 0 ≤ x ⬝ᵥ K *ᵥ x)
    (hker : ∀ v, K *ᵥ v = 0 ↔ ∃ t, v = rigidShift ι t) (b : ι × Fin 3 → ℝ) :
    BddBelow (Set.range (internalEnergy K b)) ↔ ∀ i, ∑ a, b (a, i) = 0 := by
  have hb : ∀ t, b ⬝ᵥ rigidShift ι t = ∑ i, (∑ a, b (a, i)) * t i := by
    intro t
    simp only [dotProduct, rigidShift, Fintype.sum_prod_type, Finset.sum_mul]
    exact Finset.sum_comm
  rw [(internal_relaxation hK hpos b).1]
  constructor
  · intro h i
    have h1 := h _ ((hker _).2 ⟨Pi.single i 1, rfl⟩)
    rw [hb] at h1
    simpa [Pi.single_apply] using h1
  · intro h v hv
    obtain ⟨t, rfl⟩ := (hker v).1 hv
    rw [hb]
    simp [h]
```

The hypothesis `hker` contains two physical conditions: rigid shifts cost no energy, which is the acoustic sum rule for \(K\), and no other displacement is free. An isolated molecule with rotational zero modes would violate the second.

By hand,
\[b\cdot u=\sum_i\Big(\sum_a b_{(a,i)}\Big)t_i\]
for a rigid shift. This vanishes for all \(t\) exactly when each inner sum is zero; the proof picks out one direction with the unit vector `Pi.single i 1`.

```lean
/-- Force constants of a two-atom cell whose atoms are joined by a spring of stiffness `k i`
in each Cartesian direction `i`. -/
def twoAtomCell (k : Fin 3 → ℝ) : Matrix (Fin 2 × Fin 3) (Fin 2 × Fin 3) ℝ :=
  fun p q => if p.2 = q.2 then (if p.1 = q.1 then k p.2 else -k p.2) else 0
```

Atoms 0 and 1 are joined by a spring \(k_i\) in each direction \(i=0,1,2\).

```lean
/-- With positive spring constants the two-atom cell has symmetric, positive semidefinite
force constants whose zero modes are exactly the rigid shifts. -/
theorem twoAtomCell_witness (k : Fin 3 → ℝ) (hk : ∀ i, 0 < k i) :
    (twoAtomCell k).IsSymm ∧ (∀ x, 0 ≤ x ⬝ᵥ twoAtomCell k *ᵥ x) ∧
    ∀ v, twoAtomCell k *ᵥ v = 0 ↔ ∃ t, v = rigidShift (Fin 2) t := by
  have h0 : ∀ v i, (twoAtomCell k *ᵥ v) (0, i) = k i * (v (0, i) - v (1, i)) := by
    intro v i
    simp [twoAtomCell, Matrix.mulVec, dotProduct, Fintype.sum_prod_type, Fin.sum_univ_two]
    ring
  have h1 : ∀ v i, (twoAtomCell k *ᵥ v) (1, i) = k i * (v (1, i) - v (0, i)) := by
    intro v i
    simp [twoAtomCell, Matrix.mulVec, dotProduct, Fintype.sum_prod_type, Fin.sum_univ_two]
    ring
  refine ⟨?_, fun x => ?_, fun v => ⟨fun h => ⟨fun i => v (0, i), ?_⟩, ?_⟩⟩
  · apply Matrix.IsSymm.ext
    rintro ⟨a, i⟩ ⟨c, j⟩
    by_cases hij : i = j
    · subst hij
      by_cases hac : a = c
      · simp [twoAtomCell, hac]
      · simp [twoAtomCell, hac, Ne.symm hac]
    · simp [twoAtomCell, hij, Ne.symm hij]
  · -- `x · K x` is a sum of squared relative displacements, weighted by the spring constants
    rw [dotProduct, Fintype.sum_prod_type, Fin.sum_univ_two, ← Finset.sum_add_distrib]
    refine Finset.sum_nonneg fun i _ => ?_
    rw [h0, h1]
    nlinarith [mul_nonneg (hk i).le (sq_nonneg (x (0, i) - x (1, i)))]
  · have hv : ∀ a : Fin 2, ∀ i, v (a, i) = v (0, i) := by
      refine Fin.forall_fin_two.2 ⟨fun i => rfl, fun i => ?_⟩
      have h2 := h1 v i
      rw [h, Pi.zero_apply] at h2
      exact sub_eq_zero.1 ((mul_eq_zero.1 h2.symm).resolve_left (hk i).ne')
    exact funext fun p => hv p.1 p.2
  · rintro ⟨t, rfl⟩
    have hz : ∀ a : Fin 2, ∀ i, (twoAtomCell k *ᵥ rigidShift (Fin 2) t) (a, i) = 0 :=
      Fin.forall_fin_two.2
        ⟨fun i => by rw [h0]; simp [rigidShift], fun i => by rw [h1]; simp [rigidShift]⟩
    exact funext fun p => hz p.1 p.2
```

The formulas `h0` and `h1` are the two rows of the matrix product, \((Kv)_{(0,i)}=k_i(v_{(0,i)}-v_{(1,i)})\) and its negative. Hence
\[x\cdot Kx=\sum_i k_i\,(x_{(0,i)}-x_{(1,i)})^2\ge0 .\]
Since \(k_i>0\), \(Kv=0\) forces both atoms to move equally, and equal motion clearly gives \(Kv=0\). Symmetry is checked entry by entry. This cell therefore satisfies all the hypotheses of `bounded_iff_total_force_zero`.

For numbers, take \(k_0=4\), \(b_{(0,0)}=2\), \(b_{(1,0)}=-2\) and all other components of \(b\) zero. Then \(Kw=b\) requires \(w_{(0,0)}-w_{(1,0)}=\tfrac12\), with no relative displacement in the other directions. So \(b\cdot w=1\), and the least energy is \(-\tfrac12\). If \(b_{(1,0)}\) were 0 instead, shifting both atoms by \(t\) along direction 0 would give \(E=2t\), which has no lower bound.

```lean
/-- Energy at strain `ε` and internal displacement `u`, with clamped elastic matrix `C` and
strain-displacement coupling `L`. -/
def crystalEnergy (C : Matrix m m ℝ) (L : Matrix n m ℝ) (K : Matrix n n ℝ)
    (ε : m → ℝ) (u : n → ℝ) : ℝ :=
  (ε ⬝ᵥ C *ᵥ ε) / 2 + internalEnergy K (L *ᵥ ε) u
```

A strain \(\varepsilon\) now sets the coupling \(b=L\varepsilon\), and \(\tfrac12\,\varepsilon\cdot C\varepsilon\) is the energy with clamped atoms. If energies are counted per cell, \(C\) includes the cell volume. There is no term linear in \(\varepsilon\) alone or in \(u\) alone, so the unstrained reference structure is taken to be free of stress and of forces on the atoms. Anharmonic terms, including any strain dependence of \(K\), are left out.

```lean
/-- If `K W = L`, minimising over the internal displacements at fixed strain replaces `C` by
`C - Lᵀ W`, and the resulting elastic energy is at most the clamped one. -/
theorem relaxed_elastic_matrix {K : Matrix n n ℝ} (hK : K.IsSymm)
    (hpos : ∀ x, 0 ≤ x ⬝ᵥ K *ᵥ x) (C : Matrix m m ℝ) {L W : Matrix n m ℝ}
    (hW : K * W = L) (ε : m → ℝ) :
    IsLeast (Set.range (crystalEnergy C L K ε)) ((ε ⬝ᵥ (C - Lᵀ * W) *ᵥ ε) / 2) ∧
    ε ⬝ᵥ (C - Lᵀ * W) *ᵥ ε ≤ ε ⬝ᵥ C *ᵥ ε := by
  have hw : K *ᵥ (W *ᵥ ε) = L *ᵥ ε := by rw [Matrix.mulVec_mulVec, hW]
  have hq : ε ⬝ᵥ (C - Lᵀ * W) *ᵥ ε = ε ⬝ᵥ C *ᵥ ε - (L *ᵥ ε) ⬝ᵥ (W *ᵥ ε) := by
    rw [Matrix.sub_mulVec, dotProduct_sub, ← Matrix.mulVec_mulVec,
      Matrix.dotProduct_mulVec ε Lᵀ, Matrix.vecMul_transpose]
  obtain ⟨⟨u, hu⟩, hlow⟩ := (internal_relaxation hK hpos (L *ᵥ ε)).2 _ hw
  refine ⟨⟨⟨u, ?_⟩, ?_⟩, ?_⟩
  · rw [crystalEnergy, hu, hq]
    ring
  · rintro _ ⟨v, rfl⟩
    have h1 := hlow (Set.mem_range_self v)
    rw [crystalEnergy, hq]
    linarith
  · have h1 := hpos (W *ᵥ ε)
    rw [hw, dotProduct_comm] at h1
    rw [hq]
    linarith

end

end InternalStrainRelaxation
```

The matrix \(W\) is assumed to satisfy \(KW=L\); the atoms respond to the strain by \(-W\varepsilon\), up to a zero mode. Then \(w=W\varepsilon\) solves \(Kw=L\varepsilon\), and the least energy at fixed strain is
\[\tfrac12\,\varepsilon\cdot C\varepsilon-\tfrac12(L\varepsilon)\cdot(W\varepsilon)=\tfrac12\,\varepsilon\cdot(C-L^TW)\varepsilon .\]
Relaxation cannot raise the elastic energy, because \((L\varepsilon)\cdot(W\varepsilon)=w\cdot Kw\ge0\). In the proof, `hw` is the solved equation, `hq` rewrites the quadratic form, and `internal_relaxation` supplies the minimum.

In the numerical cell, let there be one strain component, with \(C=3\) and the above \(b\) as the single column of \(L\). Then \(L^TW=b\cdot w=1\), and relaxation lowers the elastic constant from 3 to 2.

```lean
#print axioms InternalStrainRelaxation.internal_relaxation
-- 'InternalStrainRelaxation.internal_relaxation' depends on axioms: [propext, Classical.choice, Quot.sound]
#print axioms InternalStrainRelaxation.bounded_iff_total_force_zero
-- 'InternalStrainRelaxation.bounded_iff_total_force_zero' depends on axioms: [propext, Classical.choice, Quot.sound]
#print axioms InternalStrainRelaxation.relaxed_elastic_matrix
-- 'InternalStrainRelaxation.relaxed_elastic_matrix' depends on axioms: [propext, Classical.choice, Quot.sound]
```
